# With one ultrasoft projector and a fixed positive definite Hamiltonian, a growing augmentation charge sends only the lowest level to zero

## Why does a level sink when the Hamiltonian matrix has not changed?

I have a small ultrasoft test problem with one projector $\beta$ and a Hamiltonian matrix $H$ whose eigenvalues are all positive. I keep $H$ fixed and raise the augmentation charge $q$ in the overlap $S = 1 + q\beta\beta^T$. The lowest solution of $Hx = eSx$ slides towards zero, although I have added no attraction anywhere. How fast does it fall, and will the other levels eventually follow it?

## The overlap makes one direction cheap

The level falls like $1/(qg)$ with $g = \langle\beta, H^{-1}\beta\rangle$, and no other level follows. If $h$ is the smallest eigenvalue of $H$, $\beta \neq 0$ and $q \ge 0$, the lowest level $e$ is positive and

$$qg < \frac1e \le qg + \frac1h .$$

The charge $q$ stands for the norm that the smooth wavefunction lacks in the core, per unit of squared projection on $\beta$. It enters the generalized norm,

$$\langle x,Sx\rangle = \langle x,x\rangle + q\langle\beta,x\rangle^2 ,$$

so the overlap divides the ordinary energy $\langle x,Hx\rangle/\langle x,x\rangle$ of a nonzero $x$ by $1 + q\langle\beta,x\rangle^2/\langle x,x\rangle$. For fixed $x$ with $\langle\beta,x\rangle \ne 0$, this divisor grows without bound as $q$ grows.

**The lowest level as a minimum.** Let $u$ minimise $\langle x,Hx\rangle/\langle x,Sx\rangle$ on a compact sphere, with minimum $m$. Then $F(x) = \langle x,Hx\rangle - m\langle x,Sx\rangle$ is nonnegative everywhere and $F(u)=0$. With the residual $w = Hu - mSu$,

$$F(u+tw) = 2t\langle w,w\rangle + t^2F(w) \ge 0 \quad\text{for all } t .$$

A small negative $t$ would violate this unless $w=0$, so $m$ is a level. Any other level $e'$ with eigenvector $x$ has $m\langle x,Sx\rangle \le \langle x,Hx\rangle = e'\langle x,Sx\rangle$, so $m$ is the lowest. The same holds for $S=1$, which gives $h\langle x,x\rangle \le \langle x,Hx\rangle$.

**Upper bound on $1/e$.** Put $p = H^{-1}\beta$, so that $g = \langle p,Hp\rangle > 0$. Cauchy-Schwarz in the metric of $H$ gives

$$\langle\beta,x\rangle^2 = \langle p,Hx\rangle^2 \le g\,\langle x,Hx\rangle .$$

For the ground vector $v$, $\langle v,Hv\rangle = e\langle v,Sv\rangle$ shows that $e>0$, and

$$\frac1e = \frac{\langle v,v\rangle + q\langle\beta,v\rangle^2}{\langle v,Hv\rangle} \le \frac1h + qg .$$

**Lower bound on $1/e$.** The trial vector $p$ has $\langle p,Hp\rangle = \langle\beta,p\rangle = g$, so $e(\langle p,p\rangle + qg^2) \le g$. Hence $1/e \ge qg + \langle p,p\rangle/g > qg$.

**Large $q$.** Dividing by $q>0$ gives $g < 1/(qe) \le g + 1/(hq)$, so $qe \to 1/g$.

**The other levels.** Let $x,y$ be linearly independent with $Hx = aSx$, $Hy = bSy$ and $a \le b$. If $\langle\beta,y\rangle = 0$, take $z=y$; then $\langle z,Hz\rangle = b\langle z,z\rangle$. Otherwise take $z = cx - dy$ with $c = \langle\beta,y\rangle$ and $d = \langle\beta,x\rangle$. This $z$ is nonzero and orthogonal to $\beta$, so $\langle z,Sz\rangle = \langle z,z\rangle$. Writing the cross term with $Hy = bSy$,

$$\langle z,Hz\rangle = ac^2\langle x,Sx\rangle - 2bcd\langle x,Sy\rangle + bd^2\langle y,Sy\rangle = b\langle z,z\rangle - (b-a)c^2\langle x,Sx\rangle .$$

In both cases $h\langle z,z\rangle \le \langle z,Hz\rangle \le b\langle z,z\rangle$, hence $b \ge h$.

**Two basis functions.** Take $H = \mathrm{diag}(1,2)$, $\beta = (1,1)$ and $q=10$. Then $h=1$, $g = 1+\tfrac12 = \tfrac32$, and the bounds are $15 < 1/e \le 16$. With $\lambda = 1/e$, the condition $\det(H-eS)=0$ becomes $2\lambda^2 - 33\lambda + 21 = 0$, so $\lambda = (33\pm\sqrt{921})/4 \approx 15.84$ or $0.663$. The levels are about $0.063$ and $1.51$: one has collapsed, and the other lies above $h$.

In the Lean file, vectors are functions `n → ℝ` on a finite index type, `⬝ᵥ` is the inner product and `*ᵥ` applies a matrix. The identity in `overlap` means that the basis is orthonormal. `levels H S` is the set of all $e$ with a nonzero solution, and `IsLeast (levels H 1) h` says that $h$ is the smallest eigenvalue of $H$. Positive definiteness of $H$ is the pair `hH`, `hpos`, except in `exists_ground` and `ground_le`, where `hpos` is about $S$ and $H$ need only be symmetric. In `ground_level_asymptotics`, `e` is a function of the charge that gives the lowest level for every $q \ge 0$.

```lean
import Mathlib

open Matrix Filter Topology

namespace UltrasoftOverlapCollapse

variable {n : Type*} [Fintype n] [DecidableEq n]

/-- The ultrasoft overlap operator `S = 1 + q β βᵀ` with one projector `β` and
augmentation charge `q`. -/
def overlap (q : ℝ) (β : n → ℝ) : Matrix n n ℝ := 1 + q • vecMulVec β β

/-- The levels of the pencil `(H, S)`: all `e` with `H x = e S x` for some nonzero `x`. -/
def levels (H S : Matrix n n ℝ) : Set ℝ := {e | ∃ x : n → ℝ, x ≠ 0 ∧ H *ᵥ x = e • (S *ᵥ x)}

omit [DecidableEq n] in
/-- A nonzero real vector has positive squared length. -/
theorem dot_pos {x : n → ℝ} (hx : x ≠ 0) : 0 < x ⬝ᵥ x :=
  lt_of_le_of_ne (Finset.sum_nonneg fun i _ => mul_self_nonneg (x i))
    (fun h => hx (dotProduct_self_eq_zero.1 h.symm))

omit [DecidableEq n] in
/-- The quadratic form of a real symmetric matrix `A` at `a x + b y`, expanded into the forms at `x`
and `y` and the cross term `⟨x, A y⟩`. -/
theorem form_comb {A : Matrix n n ℝ} (hA : A.IsSymm) (x y : n → ℝ) (a b : ℝ) :
    (a • x + b • y) ⬝ᵥ A *ᵥ (a • x + b • y) =
      a ^ 2 * (x ⬝ᵥ A *ᵥ x) + 2 * a * b * (x ⬝ᵥ A *ᵥ y) + b ^ 2 * (y ⬝ᵥ A *ᵥ y) := by
  have hs : y ⬝ᵥ A *ᵥ x = x ⬝ᵥ A *ᵥ y := by
    rw [Matrix.dotProduct_mulVec, ← Matrix.mulVec_transpose, hA.eq, dotProduct_comm]
  simp only [Matrix.mulVec_add, Matrix.mulVec_smul, dotProduct_add, add_dotProduct,
    dotProduct_smul, smul_dotProduct, smul_eq_mul]
  rw [hs]
  ring

omit [Fintype n] in
/-- The overlap operator is symmetric. -/
theorem overlap_symm (q : ℝ) (β : n → ℝ) : (overlap q β).IsSymm := by
  have hv : (vecMulVec β β)ᵀ = vecMulVec β β := by
    ext i j
    simp [Matrix.vecMulVec_apply, mul_comm]
  unfold Matrix.IsSymm overlap
  rw [Matrix.transpose_add, Matrix.transpose_one, Matrix.transpose_smul, hv]

/-- The generalized norm is the plain norm plus the augmentation term:
`⟨x, S x⟩ = ⟨x, x⟩ + q ⟨β, x⟩²`. -/
theorem overlap_form (q : ℝ) (β x : n → ℝ) :
    x ⬝ᵥ overlap q β *ᵥ x = x ⬝ᵥ x + q * (β ⬝ᵥ x) ^ 2 := by
  have hv : (q • vecMulVec β β) *ᵥ x = (q * (β ⬝ᵥ x)) • β := by
    ext i
    simp only [Matrix.mulVec, dotProduct, Matrix.smul_apply, Matrix.vecMulVec_apply,
      Pi.smul_apply, smul_eq_mul, Finset.mul_sum, Finset.sum_mul]
    exact Finset.sum_congr rfl (fun j _ => by ring)
  rw [overlap, Matrix.add_mulVec, Matrix.one_mulVec, hv, dotProduct_add, dotProduct_smul,
    smul_eq_mul, dotProduct_comm x β]
  ring

omit [DecidableEq n] in
/-- For symmetric `H` and symmetric positive definite `S` in nonzero dimension, a lowest level
`m` exists, and `m ⟨x, S x⟩ ≤ ⟨x, H x⟩` for every `x`. -/
theorem exists_ground [Nonempty n] {H S : Matrix n n ℝ} (hH : H.IsSymm) (hS : S.IsSymm)
    (hpos : ∀ x, x ≠ 0 → 0 < x ⬝ᵥ S *ᵥ x) :
    ∃ m, IsLeast (levels H S) m ∧ ∀ x, m * (x ⬝ᵥ S *ᵥ x) ≤ x ⬝ᵥ H *ᵥ x := by
  have hc (A : Matrix n n ℝ) : Continuous fun x : n → ℝ => x ⬝ᵥ A *ᵥ x := by
    simp only [dotProduct, Matrix.mulVec]
    fun_prop
  have hne0 : ∀ x ∈ Metric.sphere (0 : n → ℝ) 1, x ≠ 0 := fun x hx h => by simp [h] at hx
  -- the Rayleigh quotient attains its minimum on the unit sphere
  obtain ⟨u, hu, hmin⟩ := (isCompact_sphere (0 : n → ℝ) 1).exists_isMinOn
    ⟨fun _ => 1, by simp⟩
    ((hc H).continuousOn.div (hc S).continuousOn fun x hx => (hpos x (hne0 x hx)).ne')
  obtain ⟨m, hm⟩ : ∃ m, m = (u ⬝ᵥ H *ᵥ u) / (u ⬝ᵥ S *ᵥ u) := ⟨_, rfl⟩
  have hray : ∀ x, m * (x ⬝ᵥ S *ᵥ x) ≤ x ⬝ᵥ H *ᵥ x := by
    intro x
    by_cases hx : x = 0
    · simp [hx]
    have hn : 0 < ‖x‖ := norm_pos_iff.2 hx
    obtain ⟨c, hcx⟩ : ∃ c, c = ‖x‖⁻¹ := ⟨_, rfl⟩
    have hc0 : 0 < c := by rw [hcx]; exact inv_pos.2 hn
    have hmem : c • x ∈ Metric.sphere (0 : n → ℝ) 1 := mem_sphere_zero_iff_norm.2 (by
      rw [hcx, norm_smul, norm_inv, norm_norm, inv_mul_cancel₀ hn.ne'])
    have h1 : m ≤ ((c • x) ⬝ᵥ H *ᵥ (c • x)) / ((c • x) ⬝ᵥ S *ᵥ (c • x)) := by
      rw [hm]
      exact isMinOn_iff.1 hmin _ hmem
    rw [le_div_iff₀ (hpos _ (hne0 _ hmem))] at h1
    simp only [Matrix.mulVec_smul, dotProduct_smul, smul_dotProduct, smul_eq_mul] at h1
    exact le_of_mul_le_mul_left (by linarith) (mul_pos hc0 hc0)
  have hu0 : u ⬝ᵥ H *ᵥ u = m * (u ⬝ᵥ S *ᵥ u) := by
    rw [hm, div_mul_cancel₀ _ (hpos u (hne0 u hu)).ne']
  -- the residual w of the minimiser vanishes, by varying u in the direction w
  obtain ⟨w, hw⟩ : ∃ w, w = H *ᵥ u - m • (S *ᵥ u) := ⟨_, rfl⟩
  have hww : w ⬝ᵥ w = w ⬝ᵥ H *ᵥ u - m * (w ⬝ᵥ S *ᵥ u) := by
    calc w ⬝ᵥ w = w ⬝ᵥ (H *ᵥ u - m • (S *ᵥ u)) := by rw [← hw]
      _ = _ := by rw [dotProduct_sub, dotProduct_smul, smul_eq_mul]
  obtain ⟨D, hD⟩ : ∃ D, D = w ⬝ᵥ H *ᵥ w - m * (w ⬝ᵥ S *ᵥ w) := ⟨_, rfl⟩
  have hD0 : 0 ≤ D := by rw [hD]; exact sub_nonneg.2 (hray w)
  have key := hray ((-(w ⬝ᵥ w)) • w + (D + 1) • u)
  rw [form_comb hH, form_comb hS] at key
  have k2 : 0 ≤ -((w ⬝ᵥ w) ^ 2 * (D + 2)) := by
    linear_combination key + (2 * (w ⬝ᵥ w) * (D + 1)) * hww + (D + 1) ^ 2 * hu0
      - (w ⬝ᵥ w) ^ 2 * hD
  have hw0 : w = 0 := by
    by_contra h
    have h2 : 0 < (w ⬝ᵥ w) ^ 2 * (D + 2) := mul_pos (pow_pos (dot_pos h) 2) (by linarith)
    linarith
  refine ⟨m, ⟨⟨u, hne0 u hu, sub_eq_zero.1 (hw.symm.trans hw0)⟩, ?_⟩, hray⟩
  rintro e ⟨x, hx, hex⟩
  have h1 := hray x
  rw [hex, dotProduct_smul, smul_eq_mul] at h1
  exact le_of_mul_le_mul_right h1 (hpos x hx)

omit [DecidableEq n] in
/-- Variational principle: for symmetric `H` and symmetric positive definite `S`, the lowest
level `e` obeys `e ⟨x, S x⟩ ≤ ⟨x, H x⟩` for every trial vector `x`. -/
theorem ground_le {H S : Matrix n n ℝ} (hH : H.IsSymm) (hS : S.IsSymm)
    (hpos : ∀ x, x ≠ 0 → 0 < x ⬝ᵥ S *ᵥ x) {e : ℝ} (he : IsLeast (levels H S) e) (x : n → ℝ) :
    e * (x ⬝ᵥ S *ᵥ x) ≤ x ⬝ᵥ H *ᵥ x := by
  obtain ⟨v, hv, _⟩ := he.1
  obtain ⟨i, _⟩ := Function.ne_iff.1 hv
  have : Nonempty n := ⟨i⟩
  obtain ⟨m, hm, hray⟩ := exists_ground hH hS hpos
  rw [he.unique hm]
  exact hray x

/-- For symmetric positive definite `H` and `β ≠ 0`, the vector `H⁻¹ β` solves `H y = β`, the
number `g = ⟨β, H⁻¹ β⟩` is positive, and `⟨β, x⟩² ≤ g ⟨x, H x⟩` for every `x`. -/
theorem projector_bound {H : Matrix n n ℝ} (hH : H.IsSymm)
    (hpos : ∀ x, x ≠ 0 → 0 < x ⬝ᵥ H *ᵥ x) {β : n → ℝ} (hβ : β ≠ 0) :
    H *ᵥ (H⁻¹ *ᵥ β) = β ∧ 0 < β ⬝ᵥ H⁻¹ *ᵥ β ∧
      ∀ x, (β ⬝ᵥ x) ^ 2 ≤ (β ⬝ᵥ H⁻¹ *ᵥ β) * (x ⬝ᵥ H *ᵥ x) := by
  have hdet : H.det ≠ 0 := fun h0 => by
    obtain ⟨v, hv, hv0⟩ := Matrix.exists_mulVec_eq_zero_iff.2 h0
    have h1 := hpos v hv
    rw [hv0, dotProduct_zero] at h1
    exact lt_irrefl _ h1
  have hHy : H *ᵥ (H⁻¹ *ᵥ β) = β := by
    rw [Matrix.mulVec_mulVec, Matrix.mul_nonsing_inv _ (isUnit_iff_ne_zero.2 hdet),
      Matrix.one_mulVec]
  generalize H⁻¹ *ᵥ β = y at hHy ⊢
  have hy : y ≠ 0 := fun h => hβ (by rw [← hHy, h, Matrix.mulVec_zero])
  have hg : 0 < β ⬝ᵥ y := by
    have h1 := hpos y hy
    rwa [hHy, dotProduct_comm] at h1
  refine ⟨hHy, hg, fun x => ?_⟩
  -- Cauchy-Schwarz in the metric of H
  have hnn : ∀ z, 0 ≤ z ⬝ᵥ H *ᵥ z := fun z => by
    by_cases hz : z = 0
    · simp [hz]
    · exact (hpos z hz).le
  have key := hnn ((β ⬝ᵥ y) • x + (-(β ⬝ᵥ x)) • y)
  rw [form_comb hH, hHy, dotProduct_comm x β, dotProduct_comm y β] at key
  exact le_of_mul_le_mul_left (by linarith) hg

/-- Let `H` be symmetric positive definite with smallest eigenvalue `h`, `β ≠ 0`, `q ≥ 0` and
`g = ⟨β, H⁻¹ β⟩`. The lowest level `e` of `(H, 1 + q β βᵀ)` is positive and satisfies
`q g < 1/e ≤ q g + 1/h`. -/
theorem ground_level_bounds {H : Matrix n n ℝ} (hH : H.IsSymm)
    (hpos : ∀ x, x ≠ 0 → 0 < x ⬝ᵥ H *ᵥ x) {β : n → ℝ} (hβ : β ≠ 0) {q h e : ℝ} (hq : 0 ≤ q)
    (hh : IsLeast (levels H 1) h) (he : IsLeast (levels H (overlap q β)) e) :
    0 < e ∧ q * (β ⬝ᵥ H⁻¹ *ᵥ β) < 1 / e ∧ 1 / e ≤ q * (β ⬝ᵥ H⁻¹ *ᵥ β) + 1 / h := by
  have hSpos : ∀ x, x ≠ 0 → 0 < x ⬝ᵥ overlap q β *ᵥ x := fun x hx => by
    rw [overlap_form]
    exact add_pos_of_pos_of_nonneg (dot_pos hx) (mul_nonneg hq (sq_nonneg _))
  obtain ⟨hHy, hg, hCS⟩ := projector_bound hH hpos hβ
  generalize H⁻¹ *ᵥ β = y at hHy hg hCS ⊢
  obtain ⟨v, hv, hev⟩ := he.1
  obtain ⟨w, hw, hhw⟩ := hh.1
  have hX := hpos v hv
  have hP := hSpos v hv
  have hXe : v ⬝ᵥ H *ᵥ v = e * (v ⬝ᵥ overlap q β *ᵥ v) := by
    rw [hev, dotProduct_smul, smul_eq_mul]
  have he0 : 0 < e := by
    by_contra hn
    nlinarith [not_lt.1 hn]
  have hh0 : 0 < h := by
    have h1 := hpos w hw
    rw [hhw, Matrix.one_mulVec, dotProduct_smul, smul_eq_mul] at h1
    by_contra hn
    nlinarith [not_lt.1 hn, dot_pos hw]
  refine ⟨he0, ?_, ?_⟩
  · -- trial vector y = H⁻¹ β
    have hy : y ≠ 0 := fun h0 => hβ (by rw [← hHy, h0, Matrix.mulVec_zero])
    have h1 := ground_le hH (overlap_symm q β) hSpos he y
    rw [overlap_form, hHy, dotProduct_comm y β] at h1
    rw [lt_div_iff₀ he0]
    have h2 := mul_pos he0 (dot_pos hy)
    exact lt_of_mul_lt_mul_left (a := β ⬝ᵥ y) (by linarith) hg.le
  · -- the ground vector v itself
    have h1 := ground_le hH Matrix.isSymm_one
      (fun x hx => by rw [Matrix.one_mulVec]; exact dot_pos hx) hh v
    rw [Matrix.one_mulVec] at h1
    have h2 : v ⬝ᵥ v ≤ (v ⬝ᵥ H *ᵥ v) * (1 / h) := by
      rw [mul_one_div, le_div_iff₀ hh0]
      linarith
    have h3 := mul_le_mul_of_nonneg_left (hCS v) hq
    have h4 : (v ⬝ᵥ H *ᵥ v) * (1 / e) = v ⬝ᵥ v + q * (β ⬝ᵥ v) ^ 2 := by
      rw [← overlap_form, mul_one_div, hXe, mul_div_cancel_left₀ _ he0.ne']
    refine le_of_mul_le_mul_left ?_ hX
    rw [h4, mul_add]
    linarith

/-- For symmetric positive definite `H` and `β ≠ 0`, the lowest level `e(q)` of
`(H, 1 + q β βᵀ)` falls to zero like `1/(q g)`: `q e(q) → 1/g` as `q → ∞`, where
`g = ⟨β, H⁻¹ β⟩`. -/
theorem ground_level_asymptotics {H : Matrix n n ℝ} (hH : H.IsSymm)
    (hpos : ∀ x, x ≠ 0 → 0 < x ⬝ᵥ H *ᵥ x) {β : n → ℝ} (hβ : β ≠ 0) {e : ℝ → ℝ}
    (he : ∀ q, 0 ≤ q → IsLeast (levels H (overlap q β)) (e q)) :
    Tendsto (fun q => q * e q) atTop (𝓝 (1 / (β ⬝ᵥ H⁻¹ *ᵥ β))) := by
  obtain ⟨i, _⟩ := Function.ne_iff.1 hβ
  have : Nonempty n := ⟨i⟩
  obtain ⟨h, hh, _⟩ := exists_ground hH Matrix.isSymm_one
    (fun x hx => by rw [Matrix.one_mulVec]; exact dot_pos hx)
  have hg := (projector_bound hH hpos hβ).2.1
  have hb := fun q (hq : 0 ≤ q) => ground_level_bounds hH hpos hβ hq hh (he q hq)
  generalize β ⬝ᵥ H⁻¹ *ᵥ β = g at hg hb ⊢
  have hc : Tendsto (fun _ : ℝ => g) atTop (𝓝 g) := tendsto_const_nhds
  have hU : Tendsto (fun q : ℝ => g + 1 / h * q⁻¹) atTop (𝓝 g) := by
    have h1 := hc.add (tendsto_inv_atTop_zero.const_mul (1 / h))
    rw [mul_zero, add_zero] at h1
    exact h1
  -- squeeze 1/(q e) between g and g + 1/(h q)
  have hT : Tendsto (fun q => 1 / e q / q) atTop (𝓝 g) := by
    refine tendsto_of_tendsto_of_tendsto_of_le_of_le' hc hU ?_ ?_
    · filter_upwards [eventually_gt_atTop 0] with q hq
      rw [le_div_iff₀ hq]
      linarith [(hb q hq.le).2.1]
    · filter_upwards [eventually_gt_atTop 0] with q hq
      rw [div_le_iff₀ hq, add_mul, mul_assoc, inv_mul_cancel₀ hq.ne']
      linarith [(hb q hq.le).2.2]
  rw [one_div]
  refine (hT.inv₀ hg.ne').congr fun q => ?_
  show (1 / e q / q)⁻¹ = q * e q
  rw [inv_div, div_div_eq_mul_div, div_one]

/-- Let `H` be symmetric with smallest eigenvalue `h`, and `q ≥ 0`. If two linearly independent
vectors belong to levels `a ≤ b` of `(H, 1 + q β βᵀ)`, then `h ≤ b`. -/
theorem only_one_level_collapses {H : Matrix n n ℝ} (hH : H.IsSymm) {β x y : n → ℝ}
    {q h a b : ℝ} (hq : 0 ≤ q) (hh : IsLeast (levels H 1) h)
    (hx : H *ᵥ x = a • (overlap q β *ᵥ x)) (hy : H *ᵥ y = b • (overlap q β *ᵥ y))
    (hab : a ≤ b) (hli : LinearIndependent ℝ ![x, y]) : h ≤ b := by
  have hpair := LinearIndependent.pair_iff.1 hli
  -- a nonzero vector z with ⟨z, H z⟩ ≤ b ⟨z, z⟩ settles the claim
  have hfin : ∀ z, z ≠ 0 → z ⬝ᵥ H *ᵥ z ≤ b * (z ⬝ᵥ z) → h ≤ b := fun z hz hzb => by
    have h1 := ground_le hH Matrix.isSymm_one
      (fun x hx => by rw [Matrix.one_mulVec]; exact dot_pos hx) hh z
    rw [Matrix.one_mulVec] at h1
    exact le_of_mul_le_mul_right (h1.trans hzb) (dot_pos hz)
  by_cases hs : β ⬝ᵥ y = 0
  · refine hfin y (fun h0 => ?_) ?_
    · exact one_ne_zero (hpair 0 1 (by simp [h0])).2
    · rw [hy, dotProduct_smul, smul_eq_mul, overlap_form, hs]
      exact le_of_eq (by ring)
  · refine hfin ((β ⬝ᵥ y) • x + (-(β ⬝ᵥ x)) • y) (fun h0 => hs (hpair _ _ h0).1) ?_
    have hz : β ⬝ᵥ ((β ⬝ᵥ y) • x + (-(β ⬝ᵥ x)) • y) = 0 := by
      rw [dotProduct_add, dotProduct_smul, dotProduct_smul, smul_eq_mul, smul_eq_mul]
      ring
    have hS := overlap_form q β ((β ⬝ᵥ y) • x + (-(β ⬝ᵥ x)) • y)
    rw [hz, form_comb (overlap_symm q β)] at hS
    have hP : 0 ≤ x ⬝ᵥ overlap q β *ᵥ x := by
      rw [overlap_form]
      exact add_nonneg (Finset.sum_nonneg fun i _ => mul_self_nonneg (x i))
        (mul_nonneg hq (sq_nonneg _))
    have h2 := mul_nonneg (mul_nonneg (sq_nonneg (β ⬝ᵥ y)) (sub_nonneg.2 hab)) hP
    rw [form_comb hH, hx, hy]
    simp only [dotProduct_smul, smul_eq_mul]
    linear_combination h2 + b * hS

end UltrasoftOverlapCollapse
```

```lean
#print axioms UltrasoftOverlapCollapse.ground_level_asymptotics
#print axioms UltrasoftOverlapCollapse.only_one_level_collapses
```

```
'UltrasoftOverlapCollapse.ground_level_asymptotics' depends on axioms: [propext, Classical.choice, Quot.sound]
'UltrasoftOverlapCollapse.only_one_level_collapses' depends on axioms: [propext, Classical.choice, Quot.sound]
```

`exists_ground` carries out the minimisation. Its varied vector is $-\langle w,w\rangle w + (D+1)u$ with $D = F(w)$, a multiple of $u+tw$ for one suitable $t$; `form_comb` expands the quadratic forms, and the result $-\langle w,w\rangle^2(D+2) \ge 0$ forces $w=0$. `ground_le` transfers the variational bound to any number given as the least level.

`projector_bound` first shows that $H$ is invertible, then gets Cauchy-Schwarz from the nonnegative energy of $gx - \langle\beta,x\rangle p$ (the code writes `y` for $p$). `ground_level_bounds` inserts the trial vector and the ground vector, using `overlap_form` for the norm. `ground_level_asymptotics` squeezes $1/(qe)$ and inverts the limit. `only_one_level_collapses` splits on whether $\langle\beta,y\rangle$ vanishes, and its last `linear_combination` is the identity for $\langle z,Hz\rangle$ above. It needs neither $\beta \ne 0$ nor a positive definite $H$; when $H$ is positive definite, $h$ is a positive floor independent of $q$.

For ultrasoft calculations this means that, in a finite real model with one projector and fixed $H$, a very low positive level can come from the overlap alone. The model leaves out several projectors, complex Hermitian matrices and any dependence of $H$ on $q$. The last restriction also ties the result to a choice of energy zero, because a uniform potential shift $c$ that moves every level by $c$ adds $cS$ to $H$, and $S$ contains $q$.
